# Even-quantum intensities of an undisplaced harmonic-oscillator ground state after a sudden frequency change

Let $c_n$ be real amplitudes in the number states of a harmonic oscillator with lowering operator $a$ and raising operator $a^\dagger$. If $a c = z\,a^\dagger c$ for a real $z$, and $\sum_n c_n^2 = 1$, then $|z|<1$, every odd amplitude vanishes, and

$$c_{2m}^2=\sqrt{1-z^2}\,\binom{2m}{m}\left(\frac{z^2}{4}\right)^m .$$

When the ground state of an oscillator of frequency $v$ is expanded in the states of one of frequency $w$ with the same mass and equilibrium position, $z=(w-v)/(w+v)$. The $c_n^2$ are then the Franck–Condon factors for transitions from the vibrational ground state of a single harmonic mode without displacement or mode mixing, and can serve as reference values for a program that computes such overlaps.

In Lean 4 with Mathlib:

```lean
import Mathlib

open Finset

namespace FrequencyChangeProgression

noncomputable section
```

A state is a sequence `c : ℕ → ℝ`, and the ladder operators act on sequences by their usual matrix elements.

```lean
/-- The lowering operator acting on amplitudes in the number basis. -/
def lower (c : ℕ → ℝ) (n : ℕ) : ℝ := √((n : ℝ) + 1) * c (n + 1)

/-- The raising operator acting on amplitudes in the number basis. -/
def raise (c : ℕ → ℝ) : ℕ → ℝ
  | 0 => 0
  | n + 1 => √((n : ℝ) + 1) * c n
```

Write $b_m=\binom{2m}{m}$ and $r_m(t)=b_m(t/4)^m$. The latter is `relIntensity`, the intensity relative to $c_0^2$ when $t=z^2$. The explicit state `groundState` has $c_{2m}=(1-z^2)^{1/4}\sqrt{b_m}\,(z/2)^m$ and no odd amplitudes.

```lean
/-- The expression `binom(2m, m) (t/4)^m`, with `binom(2m, m)` the central binomial coefficient. -/
def relIntensity (t : ℝ) (m : ℕ) : ℝ := (m.centralBinom : ℝ) * (t / 4) ^ m

/-- The amplitudes `(1 - z²)^(1/4) binom(n, n/2)^(1/2) (z/2)^(n/2)` for even `n`, and zero for
odd `n`, for `|z| < 1`. -/
def groundState (z : ℝ) (n : ℕ) : ℝ :=
  if Even n then √(√(1 - z ^ 2)) * √(n.choose (n / 2) : ℝ) * (z / 2) ^ (n / 2) else 0
```

## The ladder equation: no odd quanta, fixed even ratios

The equation `lower c = z • raise c` says that the state is annihilated by $a-z a^\dagger$, which for the $z$ above is proportional to the lowering operator of the oscillator of frequency $v$. Its component at $0$ is $c_1=0$. Its component at $n+1$ is

$$\sqrt{n+2}\;c_{n+2}=z\sqrt{n+1}\;c_n ,\qquad n\ge 0 .$$

Starting from $c_1=0$, this removes all odd amplitudes. For $n=2m$, squaring gives $(2m+2)c_{2m+2}^2=z^2(2m+1)c_{2m}^2$. Since $(m+1)b_{m+1}=2(2m+1)b_m$, the numbers $r_m(z^2)$ obey the same recursion and start at $1$, so $c_{2m}^2=c_0^2\,r_m(z^2)$.

The next theorem is the translation into components; the induction is `amplitudes`, further down.

```lean
/-- The operator equation `a c = z a† c` says that `c₁ = 0` and that amplitudes two quanta apart
are linked by a recursion. -/
theorem lower_eq_iff (z : ℝ) (c : ℕ → ℝ) : lower c = z • raise c ↔
    c 1 = 0 ∧ ∀ n : ℕ, √((n : ℝ) + 2) * c (n + 2) = z * (√((n : ℝ) + 1) * c n) := by
  have e : ∀ n : ℕ, (n : ℝ) + 2 = ((n + 1 : ℕ) : ℝ) + 1 := fun n => by push_cast; ring
  constructor
  · intro h
    refine ⟨by simpa [lower, raise] using congrFun h 0, fun n => ?_⟩
    have := congrFun h (n + 1)
    simp only [lower, raise, Pi.smul_apply, smul_eq_mul] at this
    rw [e]
    exact this
  · rintro ⟨h1, h2⟩
    funext n
    cases n with
    | zero => simp [lower, raise, h1]
    | succ n =>
      have := h2 n
      rw [e] at this
      simp only [lower, raise, Pi.smul_apply, smul_eq_mul]
      exact this
```

Without the component $c_1=0$ the conclusion fails already at $z=0$: the one-quantum state, $c_1=1$ and all else zero, is normalised and satisfies the recursion for every $n\ge0$, but it has an odd amplitude.

## Normalisation: the bound on $z$ and the zero-quantum intensity

`HasSum (fun n => c n ^ 2) 1` says that the total probability converges to one. To use it, the $r_m$ must be summed.

Let $S_m=\sum_{i+j=m}b_ib_j$ and $T_m=\sum_{i+j=m}i\,b_ib_j$. Exchanging $i$ and $j$ shows $2T_m=mS_m$. The term $i=0$ of $T_{m+1}$ is zero, so shifting $i$ and using the recursion for $b_i$ gives

$$T_{m+1}=\sum_{i+j=m}2(2i+1)b_ib_j=4T_m+2S_m=2(m+1)S_m .$$

But $T_{m+1}=\tfrac12(m+1)S_{m+1}$, hence $S_{m+1}=4S_m$, and $S_0=1$ gives $S_m=4^m$. In the proof, `sym` is the exchange, `shift` and `split` are the two steps for $T_{m+1}$, and the last `linear_combination` combines them with the induction hypothesis into the claim multiplied by $m+1$, a factor that `mul_left_cancel₀` allows to be cancelled.

```lean
/-- The central binomial coefficients convolved with themselves give the powers of four. -/
theorem sum_centralBinom_mul (m : ℕ) :
    ∑ p ∈ antidiagonal m, (p.1.centralBinom : ℝ) * p.2.centralBinom = 4 ^ m := by
  -- exchanging the two factors replaces the weight `p.1` by its mean `m / 2`
  have sym : ∀ m : ℕ,
      2 * ∑ p ∈ antidiagonal m, (p.1 : ℝ) * ((p.1.centralBinom : ℝ) * p.2.centralBinom)
        = m * ∑ p ∈ antidiagonal m, (p.1.centralBinom : ℝ) * p.2.centralBinom := by
    intro m
    have h : ∑ p ∈ antidiagonal m, (p.2 : ℝ) * ((p.2.centralBinom : ℝ) * p.1.centralBinom)
        = ∑ p ∈ antidiagonal m, (p.1 : ℝ) * ((p.1.centralBinom : ℝ) * p.2.centralBinom) :=
      Finset.Nat.sum_antidiagonal_swap
        (f := fun p : ℕ × ℕ => (p.1 : ℝ) * ((p.1.centralBinom : ℝ) * p.2.centralBinom))
    rw [two_mul]
    conv_lhs => rw [← h]
    rw [h]
    conv_lhs => arg 2; rw [← h]
    rw [← sum_add_distrib, mul_sum]
    refine sum_congr rfl fun p hp => ?_
    have hm : (p.1 : ℝ) + p.2 = m := by exact_mod_cast mem_antidiagonal.mp hp
    rw [← hm]
    ring
  induction m with
  | zero => simp
  | succ m ih =>
    have shift : ∑ p ∈ antidiagonal (m + 1),
        (p.1 : ℝ) * ((p.1.centralBinom : ℝ) * p.2.centralBinom)
        = ∑ p ∈ antidiagonal m,
          2 * (2 * (p.1 : ℝ) + 1) * ((p.1.centralBinom : ℝ) * p.2.centralBinom) := by
      rw [Finset.Nat.sum_antidiagonal_succ]
      simp only [Nat.cast_zero, zero_mul, zero_add]
      refine sum_congr rfl fun p _ => ?_
      have r : ((p.1 : ℝ) + 1) * (p.1 + 1).centralBinom
          = 2 * (2 * p.1 + 1) * p.1.centralBinom := by
        exact_mod_cast Nat.succ_mul_centralBinom_succ p.1
      push_cast
      linear_combination (p.2.centralBinom : ℝ) * r
    have split : ∑ p ∈ antidiagonal m,
          2 * (2 * (p.1 : ℝ) + 1) * ((p.1.centralBinom : ℝ) * p.2.centralBinom)
        = 4 * ∑ p ∈ antidiagonal m, (p.1 : ℝ) * ((p.1.centralBinom : ℝ) * p.2.centralBinom)
          + 2 * ∑ p ∈ antidiagonal m, (p.1.centralBinom : ℝ) * p.2.centralBinom := by
      rw [mul_sum, mul_sum, ← sum_add_distrib]
      exact sum_congr rfl fun p _ => by ring
    have h := sym (m + 1)
    push_cast at h
    refine mul_left_cancel₀ (show (m : ℝ) + 1 ≠ 0 by positivity) ?_
    linear_combination -h + 2 * shift + 2 * split + 4 * sym m + 4 * ((m : ℝ) + 1) * ih
```

Multiplying by $(t/4)^m$ gives $\sum_{i+j=m}r_i(t)r_j(t)=t^m$.

```lean
/-- The relative intensities convolved with themselves form a geometric sequence. -/
theorem relIntensity_conv (t : ℝ) (m : ℕ) :
    ∑ p ∈ antidiagonal m, relIntensity t p.1 * relIntensity t p.2 = t ^ m := by
  have h : ∑ p ∈ antidiagonal m, relIntensity t p.1 * relIntensity t p.2
      = (∑ p ∈ antidiagonal m, (p.1.centralBinom : ℝ) * p.2.centralBinom) * (t / 4) ^ m := by
    rw [sum_mul]
    refine sum_congr rfl fun p hp => ?_
    rw [← mem_antidiagonal.mp hp, pow_add, relIntensity, relIntensity]
    ring
  rw [h, sum_centralBinom_mul, ← mul_pow]
  congr 1
  ring
```

For $0\le t<1$, the term $r_m r_0=r_m$ of this non-negative sum is at most $t^m$, so $\sum_m r_m$ converges by comparison. Its square is $\sum_m t^m=1/(1-t)$, and its value is therefore $1/\sqrt{1-t}$.

```lean
/-- For `0 ≤ t < 1` the relative intensities add up to `1/√(1 - t)`. -/
theorem relIntensity_hasSum {t : ℝ} (h0 : 0 ≤ t) (h1 : t < 1) :
    HasSum (relIntensity t) (√(1 - t))⁻¹ := by
  have pos : ∀ m, 0 ≤ relIntensity t m := fun m => by unfold relIntensity; positivity
  -- one term of the convolution bounds each intensity by `t ^ m`
  have bound : ∀ m, relIntensity t m ≤ t ^ m := fun m => by
    have h := single_le_sum (f := fun p : ℕ × ℕ => relIntensity t p.1 * relIntensity t p.2)
      (fun p _ => mul_nonneg (pos p.1) (pos p.2))
      (show (m, 0) ∈ antidiagonal m by simp)
    rw [relIntensity_conv] at h
    simpa [relIntensity] using h
  have hs : Summable (relIntensity t) :=
    Summable.of_nonneg_of_le pos bound (summable_geometric_of_lt_one h0 h1)
  have sq := tsum_mul_tsum_eq_tsum_sum_antidiagonal_of_summable_norm hs.norm hs.norm
  simp only [relIntensity_conv] at sq
  rw [tsum_geometric_of_lt_one h0 h1] at sq
  rw [← Real.sqrt_inv, ← sq, Real.sqrt_mul_self (tsum_nonneg pos)]
  exact hs.hasSum
```

Conversely, if $\sum_m r_m(t)$ converges for some $t\ge0$, so does its square, the geometric series, and $t<1$.

```lean
/-- For `t ≥ 0`, relative intensities with a finite total require `t < 1`. -/
theorem lt_one_of_summable {t : ℝ} (h0 : 0 ≤ t) (hs : Summable (relIntensity t)) : t < 1 := by
  have h := summable_norm_sum_mul_antidiagonal_of_summable_norm hs.norm hs.norm
  simp only [relIntensity_conv] at h
  have h' := summable_geometric_iff_norm_lt_one.mp h.of_norm
  rwa [Real.norm_of_nonneg h0] at h'
```

The induction for the amplitudes follows. It squares the recursion with `congrArg`, removes the roots with `Real.sq_sqrt`, and cancels $2m+2$.

```lean
/-- If `a c = z a† c`, the odd amplitudes vanish and the even intensities are fixed relative to
that of the zero-quantum state. -/
theorem amplitudes {z : ℝ} {c : ℕ → ℝ} (h : lower c = z • raise c) (m : ℕ) :
    c (2 * m + 1) = 0 ∧ c (2 * m) ^ 2 = c 0 ^ 2 * relIntensity (z ^ 2) m := by
  obtain ⟨h1, h2⟩ := (lower_eq_iff z c).mp h
  induction m with
  | zero => simp [h1, relIntensity]
  | succ m ih =>
    constructor
    · have h := h2 (2 * m + 1)
      rw [ih.1, mul_zero, mul_zero] at h
      exact (mul_eq_zero.mp h).resolve_left (Real.sqrt_pos.mpr (by positivity)).ne'
    · have h := congrArg (fun x : ℝ => x ^ 2) (h2 (2 * m))
      simp only [mul_pow] at h
      rw [Real.sq_sqrt (by positivity), Real.sq_sqrt (by positivity), ih.2] at h
      push_cast at h
      have r : ((m : ℝ) + 1) * (m + 1).centralBinom = 2 * (2 * m + 1) * m.centralBinom := by
        exact_mod_cast Nat.succ_mul_centralBinom_succ m
      rw [show 2 * (m + 1) = 2 * m + 2 by omega]
      refine mul_left_cancel₀ (show 2 * (m : ℝ) + 2 ≠ 0 by positivity) ?_
      simp only [relIntensity] at h ⊢
      rw [pow_succ]
      linear_combination h - (c 0 ^ 2 * (z ^ 2 / 4) ^ m * z ^ 2 / 2) * r
```

With the odd terms gone, the norm is a sum over even $n$ only.

```lean
/-- If the odd terms vanish, a series and its even part have the same sum. -/
theorem hasSum_even {f : ℕ → ℝ} {a : ℝ} (h : ∀ m, f (2 * m + 1) = 0) :
    HasSum (fun m => f (2 * m)) a ↔ HasSum f a := by
  refine Function.Injective.hasSum_iff (g := fun m : ℕ => 2 * m) (fun a b hab => ?_)
    (fun x hx => ?_)
  · have h' : 2 * a = 2 * b := hab
    omega
  · obtain ⟨k, rfl | rfl⟩ := Nat.even_or_odd' x
    · exact absurd ⟨k, rfl⟩ hx
    · exact h k
```

Thus $c_0^2\sum_m r_m(z^2)=1$. This forces $c_0\ne0$, then convergence of the series, then $z^2<1$, and finally $c_0^2=\sqrt{1-z^2}$. The proof of `progression` takes these steps in the same order, as `hc`, `hz` and `h0`.

```lean
/-- A normalised state with `a c = z a† c` has `|z| < 1`, no odd quanta, and even intensities
`√(1 - z²) binom(2m, m) (z²/4)^m`. -/
theorem progression {z : ℝ} {c : ℕ → ℝ} (h : lower c = z • raise c)
    (hn : HasSum (fun n => c n ^ 2) 1) :
    |z| < 1 ∧ (∀ m, c (2 * m + 1) = 0) ∧
      ∀ m, c (2 * m) ^ 2 = √(1 - z ^ 2) * ((2 * m).choose m : ℝ) * (z ^ 2 / 4) ^ m := by
  have he : HasSum (fun m => c 0 ^ 2 * relIntensity (z ^ 2) m) 1 := by
    have e : (fun m => c (2 * m) ^ 2) = fun m => c 0 ^ 2 * relIntensity (z ^ 2) m :=
      funext fun m => (amplitudes h m).2
    rw [← e]
    exact (hasSum_even (f := fun n => c n ^ 2) fun m => by simp [(amplitudes h m).1]).mpr hn
  have hc : c 0 ≠ 0 := by
    intro h0
    have h1 := he.tsum_eq
    simp [h0] at h1
  -- a finite norm forces `z² < 1`
  have hz : z ^ 2 < 1 := lt_one_of_summable (sq_nonneg z)
    ((summable_mul_left_iff (pow_ne_zero 2 hc)).mp he.summable)
  -- the norm fixes the intensity of the zero-quantum state
  have hp : 0 < √(1 - z ^ 2) := Real.sqrt_pos.mpr (by linarith)
  have h0 := he.unique ((relIntensity_hasSum (sq_nonneg z) hz).mul_left (c 0 ^ 2))
  rw [eq_mul_inv_iff_mul_eq₀ hp.ne', one_mul] at h0
  refine ⟨(sq_lt_one_iff_abs_lt_one z).mp hz, fun m => (amplitudes h m).1, fun m => ?_⟩
  rw [(amplitudes h m).2, ← h0, relIntensity, Nat.centralBinom_eq_two_mul_choose, mul_assoc]
```

The odd amplitudes vanish whatever the norm. The bound on $|z|$ follows once the norm is finite and non-zero, and the intensity formula uses its value, one. The zero sequence solves the ladder equation for $z=2$. At $z=1$ the solution with $c_0=1$ is non-zero, but its norm diverges.

## The bound $|z|<1$: when a state exists

In `progression` the bound is a conclusion. It becomes a hypothesis when a state has to be produced: `groundState z` is normalised and solves the ladder equation for every $|z|<1$. By hand, the recursion reduces to

$$\sqrt{2m+2}\,\sqrt{b_{m+1}}=2\sqrt{2m+1}\,\sqrt{b_m},$$

which is `key` in the proof, and the norm is $\sqrt{1-z^2}\cdot 1/\sqrt{1-z^2}=1$. For $|z|\ge1$ no state can do this, by `progression`.

```lean
/-- For every `|z| < 1` the amplitudes `groundState z` are normalised and satisfy
`a c = z a† c`. -/
theorem progression_witness {z : ℝ} (hz : |z| < 1) :
    lower (groundState z) = z • raise (groundState z) ∧
      HasSum (fun n => groundState z n ^ 2) 1 := by
  have odd : ∀ m, groundState z (2 * m + 1) = 0 := fun m =>
    if_neg (by rw [Nat.even_iff]; omega)
  have even : ∀ m, groundState z (2 * m)
      = √(√(1 - z ^ 2)) * √(m.centralBinom : ℝ) * (z / 2) ^ m := fun m => by
    unfold groundState
    rw [if_pos (even_two_mul m), Nat.mul_div_cancel_left m (by norm_num),
      Nat.centralBinom_eq_two_mul_choose]
  constructor
  · refine (lower_eq_iff _ _).mpr ⟨odd 0, fun n => ?_⟩
    obtain ⟨k, rfl | rfl⟩ := Nat.even_or_odd' n
    · have r : ((k : ℝ) + 1) * (k + 1).centralBinom = 2 * (2 * k + 1) * k.centralBinom := by
        exact_mod_cast Nat.succ_mul_centralBinom_succ k
      have e : (((2 * k : ℕ) : ℝ) + 2) * (k + 1).centralBinom
          = 2 ^ 2 * ((((2 * k : ℕ) : ℝ) + 1) * k.centralBinom) := by
        push_cast
        linear_combination 2 * r
      have key : √(((2 * k : ℕ) : ℝ) + 2) * √((k + 1).centralBinom : ℝ)
          = 2 * (√(((2 * k : ℕ) : ℝ) + 1) * √(k.centralBinom : ℝ)) := by
        rw [← Real.sqrt_mul (show (0 : ℝ) ≤ ((2 * k : ℕ) : ℝ) + 2 by positivity),
          ← Real.sqrt_mul (show (0 : ℝ) ≤ ((2 * k : ℕ) : ℝ) + 1 by positivity), e,
          Real.sqrt_mul (show (0 : ℝ) ≤ 2 ^ 2 by norm_num), Real.sqrt_sq (by norm_num)]
      rw [show 2 * k + 2 = 2 * (k + 1) by omega, even, even]
      linear_combination (√(√(1 - z ^ 2)) * (z / 2) ^ (k + 1)) * key
    · rw [show 2 * k + 1 + 2 = 2 * (k + 1) + 1 by omega, odd, odd]
      simp
  · have hz2 : z ^ 2 < 1 := (sq_lt_one_iff_abs_lt_one z).mpr hz
    have hp : 0 < √(1 - z ^ 2) := Real.sqrt_pos.mpr (by linarith)
    refine (hasSum_even (f := fun n => groundState z n ^ 2) fun m => by simp [odd]).mp ?_
    have e : (fun m => groundState z (2 * m) ^ 2)
        = fun m => √(1 - z ^ 2) * relIntensity (z ^ 2) m := by
      funext m
      have q : ((z / 2) ^ m) ^ 2 = (z ^ 2 / 4) ^ m := by
        rw [← pow_mul, mul_comm, pow_mul]
        congr 1
        ring
      rw [even, mul_pow, mul_pow, Real.sq_sqrt hp.le, Real.sq_sqrt (Nat.cast_nonneg _), q,
        relIntensity, mul_assoc]
    have s := (relIntensity_hasSum (sq_nonneg z) hz2).mul_left (√(1 - z ^ 2))
    rw [mul_inv_cancel₀ hp.ne'] at s
    rw [← e] at s
    exact s
```

## Positive frequencies

Write $a$ for the lowering operator of frequency $w$. The one of frequency $v$, for the same mass and equilibrium position, is

$$a_v=\frac{(v+w)\,a+(v-w)\,a^\dagger}{2\sqrt{vw}} .$$

The theorem below takes $a_v c=0$, without the prefactor, as its hypothesis `h`; it does not derive it from a Hamiltonian. Dividing by $w+v$ gives the ladder equation with $z=(w-v)/(w+v)$, and

$$1-z^2=\frac{4vw}{(w+v)^2},\qquad c_0^2=\frac{2\sqrt{vw}}{w+v}.$$

Positivity of $v$ and $w$ permits the division and fixes the sign of the root. In the proof, `hl` is the division and `e` the identity for $1-z^2$.

```lean
/-- For `v, w > 0`, a normalised state with `(v + w) a c + (v - w) a† c = 0` has the even
intensities `2 √(v w) / (w + v) binom(2m, m) (z²/4)^m`, where `z = (w - v) / (w + v)`. -/
theorem progression_of_frequencies {v w : ℝ} (hv : 0 < v) (hw : 0 < w) {c : ℕ → ℝ}
    (h : (v + w) • lower c + (v - w) • raise c = 0) (hn : HasSum (fun n => c n ^ 2) 1) (m : ℕ) :
    c (2 * m) ^ 2 = 2 * √(v * w) / (w + v) * ((2 * m).choose m : ℝ)
      * (((w - v) / (w + v)) ^ 2 / 4) ^ m := by
  have hs : w + v ≠ 0 := by positivity
  have hl : lower c = ((w - v) / (w + v)) • raise c := by
    funext n
    have hc := congrFun h n
    simp only [Pi.add_apply, Pi.smul_apply, smul_eq_mul, Pi.zero_apply] at hc ⊢
    rw [div_mul_eq_mul_div, eq_div_iff hs]
    linear_combination hc
  have e : 1 - ((w - v) / (w + v)) ^ 2 = (2 * √(v * w) / (w + v)) ^ 2 := by
    rw [div_pow, div_pow, mul_pow, Real.sq_sqrt (by positivity), eq_div_iff (pow_ne_zero 2 hs),
      sub_mul, div_mul_cancel₀ _ (pow_ne_zero 2 hs)]
    ring
  rw [(progression hl hn).2.2 m, e, Real.sqrt_sq (by positivity)]

end

end FrequencyChangeProgression
```

With no condition on the sign of $v+w$ the formula fails: for $v=w=-1$ the equation `h` leaves only the zero-quantum state, with $c_0^2=1$, while the right-hand side is $-1$.

Exchanging $v$ and $w$ only changes the sign of $z$, so the same argument gives equal intensities for the reverse expansion. In this one-mode model, absorption and emission that each start from the vibrational ground state have the same Franck–Condon factors.

```lean
#print axioms FrequencyChangeProgression.progression_of_frequencies
```

```
'FrequencyChangeProgression.progression_of_frequencies' depends on axioms: [propext, Classical.choice, Quot.sound]
```
